# A plane-wave Hamiltonian on a periodic grid is real symmetric exactly when its real potential is even

Grid points x and wave vectors G are both taken as residues modulo N, the elements of `ZMod N`, with N ≥ 1. All N plane waves are kept, and the difference of two wave vectors wraps around. A basis truncated by an energy cutoff, where differences do not wrap, gives a different matrix and is not treated; nor are three dimensions or non-local potentials.

```lean
import Mathlib

open Matrix ComplexConjugate

namespace PlaneWaveInversion

noncomputable section

variable {N : ℕ} [NeZero N]
```

Let χ be the standard additive character of the grid, which sends the class of an integer j to exp(2πij/N). The plane-wave phase is

    p(G,x) = χ(−xG).

```lean
/-- The plane-wave phase `exp(-2πi G x / N)` on the periodic grid of `N` points. -/
def phase (G x : ZMod N) : ℂ := ZMod.stdAddChar (-(x * G))
```

A real potential V, of type `ZMod N → ℝ`, has the coefficients

    V̂(G) = (1/N) Σ_x p(G,x) V(x).

```lean
/-- The plane-wave coefficient of a real potential: the grid average of `exp(-2πi G x / N) V(x)`. -/
def vHat (V : ZMod N → ℝ) (G : ZMod N) : ℂ :=
  (1 / (N : ℂ)) * ∑ x, phase G x * (V x : ℂ)
```

With δ the Kronecker delta and t(G) the kinetic energies, the one-particle Hamiltonian is

    H[V](G,G') = t(G) δ(G,G') + V̂(G − G').

The function t is real but otherwise arbitrary. For a particle of mass m in a cell of length L, it can therefore hold the kinetic energies ħ²(k + 2πG/L)²/(2m) at any Bloch vector k, once an integer representative of each G has been chosen.

```lean
/-- The plane-wave Hamiltonian `H(G,G') = t(G) δ(G,G') + Vhat(G - G')`, with real kinetic
energies `t`. -/
def hamiltonian (t V : ZMod N → ℝ) : Matrix (ZMod N) (ZMod N) ℂ :=
  diagonal (fun G => (t G : ℂ)) + Matrix.of fun G G' => vHat V (G - G')
```

Finally, D_a is the diagonal matrix with entries p(G,a).

```lean
/-- The diagonal matrix of phases `exp(-2πi G a / N)`. -/
def shift (a : ZMod N) : Matrix (ZMod N) (ZMod N) ℂ := diagonal fun G => phase G a
```

## (a) The phase for integer labels

Show that for integers G and x

    p(G,x) = exp(−2πiGx/N).

**Solution.** Put j = −xG in the definition of χ. Adding a multiple of N to G or x changes the exponent by an integer multiple of 2πi, so the choice of representative does not matter. In the proof, `ZMod.stdAddChar_coe` supplies the exponential and `ring` reorders the exponent.

```lean
/-- For integer representatives of `G` and `x` the phase is the usual complex exponential. -/
theorem phase_eq_exp (G x : ℤ) :
    phase (G : ZMod N) (x : ZMod N)
      = Complex.exp (-2 * Real.pi * Complex.I * G * x / N) := by
  have h := ZMod.stdAddChar_coe (N := N) (-(x * G))
  push_cast at h
  rw [phase, h]
  congr 1
  ring
```

## (b) Differences of wave vectors

Show that

    p(G − G',a) = p(G,a) conj(p(G',a)).

**Solution.** Since −a(G − G') = −aG + aG', the character gives χ(−aG) χ(aG'). Its values have modulus one, so χ(aG') = conj(χ(−aG')). The two `AddChar` rewrites are these two facts. For G = G' the result reads |p(G,a)|² = 1.

```lean
/-- The phase of a difference of wave vectors is the product of one phase with the conjugate
of the other. -/
theorem phase_sub (G G' a : ZMod N) :
    phase (G - G') a = phase G a * conj (phase G' a) := by
  simp only [phase]
  rw [← AddChar.map_neg_eq_conj, ← AddChar.map_add_eq_mul]
  congr 1
  ring
```

## (c) Conjugating a coefficient

Let W(x) = V(−x). Show that

    conj(V̂(G)) = Ŵ(G).

**Solution.** V is real and conj(p(G,x)) = p(G,−x), so with y = −x

    conj(V̂(G)) = (1/N) Σ_x p(G,−x) V(x)
               = (1/N) Σ_y p(G,y) V(−y) = Ŵ(G).

The substitution is `Equiv.neg` in the code.

```lean
/-- Conjugating a coefficient of a real potential gives the coefficient of the inverted
potential `V(-x)`. -/
theorem conj_vHat (V : ZMod N → ℝ) (G : ZMod N) :
    conj (vHat V G) = vHat (fun x => V (-x)) G := by
  have hp : ∀ x : ZMod N, conj (phase G x) = phase G (-x) := fun x => by
    rw [phase, phase, ← AddChar.map_neg_eq_conj, neg_mul]
  simp only [vHat, map_mul, map_sum, hp, Complex.conj_ofReal, map_div₀, map_one, map_natCast]
  congr 1
  exact Fintype.sum_equiv (Equiv.neg _) _ _ (fun x => by simp)
```

## (d) When every coefficient is real

Show that

    Im V̂(G) = 0 for all G  ⇔  V(−x) = V(x) for all x.

**Solution.** If all coefficients are real, (c) gives Ŵ = V̂. The coefficients determine the potential, because

    Σ_G conj(p(G,x)) V̂(G) = (1/N) Σ_y V(y) Σ_G p(G,y − x) = V(x),

where the inner geometric sum is N for y = x and zero otherwise. Hence W = V. Conversely, if W = V, then (c) says that each coefficient equals its own conjugate.

The proof cancels the factor 1/N to reach Mathlib's unnormalised transform, then uses `ZMod.dft.injective` in place of the inversion sum.

In a code this is a quick check on the output of a Fourier transform: for an even real potential, the imaginary parts should vanish up to rounding.

```lean
/-- All plane-wave coefficients of a real potential are real exactly when the potential is
even under inversion through the origin. -/
theorem vHat_real_iff (V : ZMod N → ℝ) :
    (∀ G, (vHat V G).im = 0) ↔ ∀ x, V (-x) = V x := by
  constructor
  · intro h x
    -- the inverted potential V(-x) and V have the same discrete Fourier transform
    have hd : ZMod.dft (fun x => ((V (-x) : ℝ) : ℂ)) = ZMod.dft (fun x => (V x : ℂ)) := by
      funext G
      have hG : vHat (fun x => V (-x)) G = vHat V G := by
        rw [← conj_vHat]
        exact Complex.conj_eq_iff_im.mpr (h G)
      have hN : (1 / (N : ℂ)) ≠ 0 := one_div_ne_zero (Nat.cast_ne_zero.mpr (NeZero.ne N))
      rw [ZMod.dft_apply, ZMod.dft_apply]
      simpa only [phase, smul_eq_mul] using mul_left_cancel₀ hN hG
    exact Complex.ofReal_injective (congrFun (ZMod.dft.injective hd) x)
  · intro h G
    rw [← Complex.conj_eq_iff_im, conj_vHat, show (fun x => V (-x)) = V from funext h]
```

## (e) When the Hamiltonian is real symmetric

Show that, whatever the real function t,

    H[V] = A for some real A with Aᵀ = A  ⇔  V(−x) = V(x) for all x.

**Solution.** Suppose H[V] is real. Its column G' = 0 is t(G) δ(G,0) + V̂(G), and t is real, so every V̂(G) is real. Part (d) gives evenness.

Now let V be even. The coefficients are real by (d), and

    V̂(−G) = (1/N) Σ_x p(G,−x) V(x) = (1/N) Σ_y p(G,y) V(−y) = V̂(G).

So A(G,G') = t(G) δ(G,G') + Re V̂(G − G') is symmetric and equals H[V].

In Lean, `A.map Complex.ofRealHom` is the real matrix A read as a complex one, and the `by_cases` steps separate diagonal from off-diagonal entries.

For one particle in a local potential on this finite grid, an even V thus allows a real symmetric eigensolver and real matrix storage at every k. The familiar Γ-point saving is different: it rests on t(−G) = t(G) and real V, needs no inversion symmetry, and uses orbitals chosen real in position space, so that c(−G) = conj(c(G)) for their coefficients c.

```lean
/-- For any real kinetic energies, the plane-wave Hamiltonian is a real symmetric matrix
exactly when the potential is even. -/
theorem hamiltonian_real_symm_iff (t V : ZMod N → ℝ) :
    (∃ A : Matrix (ZMod N) (ZMod N) ℝ, A.IsSymm ∧
      hamiltonian t V = A.map Complex.ofRealHom) ↔ ∀ x, V (-x) = V x := by
  constructor
  · rintro ⟨A, _, hA⟩
    refine (vHat_real_iff V).1 fun G => ?_
    -- the column G' = 0 contains every coefficient
    have h := congrArg Complex.im (congrFun (congrFun hA G) 0)
    by_cases hG : G = 0 <;> simpa [hamiltonian, Matrix.diagonal_apply, hG] using h
  · intro h
    have hneg : ∀ G, vHat V (-G) = vHat V G := fun G => by
      have h1 : vHat V (-G) = vHat (fun x => V (-x)) G := by
        simp only [vHat]
        congr 1
        exact Fintype.sum_equiv (Equiv.neg _) _ _ (fun x => by simp [phase])
      rw [h1, show (fun x => V (-x)) = V from funext h]
    have hr : ∀ K, ((vHat V K).re : ℂ) = vHat V K := fun K =>
      Complex.ext (by simp) (by simp [(vHat_real_iff V).2 h K])
    refine ⟨diagonal t + Matrix.of fun G G' => (vHat V (G - G')).re, ?_, ?_⟩
    · apply Matrix.IsSymm.ext
      intro i j
      have hs : vHat V (j - i) = vHat V (i - j) := by rw [← neg_sub i j, hneg]
      by_cases hij : i = j
      · subst hij
        rfl
      · simp [hij, Ne.symm hij, hs]
    · ext i j
      by_cases hij : i = j <;> simp [hamiltonian, hij, hr]
```

## (f) Real eigenvectors

Show that a real N × N matrix U and real energies E_n with

    UᵀU = 1,   H[V] u_n = E_n u_n for every column u_n of U

exist exactly when V is even.

**Solution.** Given such a U, it is square, so UUᵀ = 1 as well. The eigenvalue equations together read H[V] U = U diag(E), hence

    H[V] = H[V] U Uᵀ = U diag(E) Uᵀ,

which is real symmetric, and (e) applies. Conversely, for even V, part (e) gives a real symmetric A, and the real spectral theorem gives its orthonormal eigenvectors.

The `calc` block is the displayed chain. In the other direction, `eigenvectorUnitary` is U, and its columns are normalised.

A complex eigensolver may still return complex vectors for an even potential, since each eigenvector carries an arbitrary phase and degenerate ones may be mixed.

```lean
/-- The plane-wave Hamiltonian has an orthonormal eigenbasis with real components (the columns
of `U`) and real energies `E` exactly when the potential is even. -/
theorem real_eigenbasis_iff (t V : ZMod N → ℝ) :
    (∃ (U : Matrix (ZMod N) (ZMod N) ℝ) (E : ZMod N → ℝ), Uᵀ * U = 1 ∧
      ∀ n, hamiltonian t V *ᵥ (fun G => (U G n : ℂ)) = (E n : ℂ) • fun G => (U G n : ℂ))
      ↔ ∀ x, V (-x) = V x := by
  constructor
  · rintro ⟨U, E, hU, hE⟩
    refine (hamiltonian_real_symm_iff t V).1 ⟨U * diagonal E * Uᵀ, ?_, ?_⟩
    · simp [Matrix.IsSymm, Matrix.transpose_mul, Matrix.mul_assoc]
    · have hc : U.map Complex.ofRealHom * Uᵀ.map Complex.ofRealHom = 1 := by
        rw [← Matrix.map_mul, mul_eq_one_comm.1 hU, Matrix.map_one _ (map_zero _) (map_one _)]
      have hHU : hamiltonian t V * U.map Complex.ofRealHom
          = U.map Complex.ofRealHom * diagonal (fun n => Complex.ofRealHom (E n)) := by
        ext G n
        rw [Matrix.mul_diagonal]
        exact (congrFun (hE n) G).trans (mul_comm _ _)
      -- rebuild H from its real spectral decomposition
      calc hamiltonian t V
          = hamiltonian t V * (U.map Complex.ofRealHom * Uᵀ.map Complex.ofRealHom) := by
            rw [hc, mul_one]
        _ = U.map Complex.ofRealHom * diagonal (fun n => Complex.ofRealHom (E n))
              * Uᵀ.map Complex.ofRealHom := by rw [← mul_assoc, hHU]
        _ = (U * diagonal E * Uᵀ).map Complex.ofRealHom := by
            rw [Matrix.map_mul, Matrix.map_mul, Matrix.diagonal_map (map_zero _)]
  · intro h
    obtain ⟨A, hA, hH⟩ := (hamiltonian_real_symm_iff t V).2 h
    have hA' : A.IsHermitian := by
      rw [Matrix.IsHermitian, Matrix.conjTranspose_eq_transpose_of_trivial]
      exact hA
    refine ⟨(hA'.eigenvectorUnitary : Matrix (ZMod N) (ZMod N) ℝ), hA'.eigenvalues, ?_,
      fun n => ?_⟩
    · rw [← Matrix.conjTranspose_eq_transpose_of_trivial]
      exact Matrix.mem_unitaryGroup_iff'.1 hA'.eigenvectorUnitary.2
    · funext G
      have h2 := congrArg Complex.ofReal (congrFun (hA'.mulVec_eigenvectorBasis n) G)
      rw [hH]
      simpa [Matrix.mulVec, dotProduct] using h2
```

## (g) Coefficients of a translated potential

Let V_a(x) = V(x − a). Show that

    V̂_a(G) = p(G,a) V̂(G).

**Solution.** Substitute x = y + a and use p(G,y + a) = p(G,a) p(G,y):

    V̂_a(G) = (1/N) Σ_y p(G,y + a) V(y) = p(G,a) V̂(G).

The substitution is `Equiv.subRight a`. Plane-wave codes use the same phase in the structure factor, which moves an atom's potential from the origin to its site.

```lean
/-- Translating the potential by `a` multiplies its coefficient at `G` by `exp(-2πi G a / N)`. -/
theorem vHat_translate (V : ZMod N → ℝ) (a G : ZMod N) :
    vHat (fun x => V (x - a)) G = phase G a * vHat V G := by
  simp only [vHat]
  rw [mul_left_comm]
  congr 1
  rw [Finset.mul_sum]
  refine Fintype.sum_equiv (Equiv.subRight a) _ _ (fun x => ?_)
  have hp : phase G x = phase G a * phase G (x - a) := by
    simp only [phase]
    rw [← AddChar.map_add_eq_mul]
    congr 1
    ring
  change phase G x * (V (x - a) : ℂ) = phase G a * (phase G (x - a) * (V (x - a) : ℂ))
  rw [hp, mul_assoc]
```

## (h) The translated Hamiltonian

Show that

    H[V_a] = D_a H[V] D_a†.

**Solution.** The right-hand side has entries p(G,a) H[V](G,G') conj(p(G',a)). By (b) and (g), its potential part is

    p(G − G',a) V̂(G − G') = V̂_a(G − G').

The kinetic part is non-zero only for G = G', where the two phases multiply to one. The proof splits into the same two cases; on the diagonal, `linear_combination` inserts |p(G,a)|² = 1.

```lean
/-- Translating the potential by `a` conjugates the Hamiltonian by the diagonal matrix of
phases `exp(-2πi G a / N)`. -/
theorem hamiltonian_translate (t V : ZMod N → ℝ) (a : ZMod N) :
    hamiltonian t (fun x => V (x - a)) = shift a * hamiltonian t V * (shift a)ᴴ := by
  ext G G'
  rw [shift, Matrix.diagonal_conjTranspose, Matrix.mul_diagonal, Matrix.diagonal_mul]
  change _ = phase G a * hamiltonian t V G G' * conj (phase G' a)
  by_cases h : G = G'
  · subst h
    have h1 : phase G a * conj (phase G a) = 1 := by
      rw [← phase_sub]
      simp [phase]
    simp only [hamiltonian, Matrix.add_apply, Matrix.of_apply, Matrix.diagonal_apply_eq,
      vHat_translate V a, phase_sub]
    linear_combination (-(t G : ℂ)) * h1
  · simp only [hamiltonian, Matrix.add_apply, Matrix.of_apply, Matrix.diagonal_apply_ne _ h,
      vHat_translate V a, phase_sub]
    ring
```

## (i) The spectrum under translation

Show that

    det(λ1 − H[V_a]) = det(λ1 − H[V]).

**Solution.** By (b), D_a†D_a = 1. The characteristic polynomial of a product XY of square matrices equals that of YX, so D_a H[V] D_a† has the same one as D_a†D_a H[V] = H[V]. This is the step `Matrix.charpoly_mul_comm`. Equal polynomials have equal roots with equal multiplicities, so the energies are unchanged.

In a calculation with this Hamiltonian, moving the potential by whole grid steps should change the eigenvalues only by rounding error.

```lean
/-- Translating the potential leaves the characteristic polynomial of the Hamiltonian
unchanged. -/
theorem charpoly_translate (t V : ZMod N → ℝ) (a : ZMod N) :
    (hamiltonian t (fun x => V (x - a))).charpoly = (hamiltonian t V).charpoly := by
  -- the matrix of phases is unitary
  have hu : (shift a)ᴴ * shift a = 1 := by
    rw [shift, Matrix.diagonal_conjTranspose, Matrix.diagonal_mul_diagonal,
      ← Matrix.diagonal_one]
    congr 1
    funext G
    change conj (phase G a) * phase G a = 1
    rw [mul_comm, ← phase_sub]
    simp [phase]
  rw [hamiltonian_translate, Matrix.charpoly_mul_comm, ← mul_assoc, hu, one_mul]
```

## (j) An inversion centre away from the origin

Suppose V(c + x) = V(c − x) for all x, with c a grid point. Show that for some real symmetric A

    H[V] = D_c A D_c†.

**Solution.** Let W(x) = V(x + c), a new use of the letter W. Then W(−x) = V(c − x) = V(c + x) = W(x), so H[W] = A is real symmetric by (e). Since V(x) = W(x − c), part (h) with a = c gives the result. The proof makes the same move, applying (e) to the shifted potential and then `hamiltonian_translate`.

A program can therefore place the origin at the inversion centre, solve the real problem, and multiply the eigenvector components by p(G,c) to return to the original origin. For even N, inversion about the midpoint of two neighbouring grid points sends x to s − x with s odd. This is not of the form 2c − x, so the hypothesis does not express that symmetry.

```lean
/-- If the potential has an inversion centre at the grid point `c`, the Hamiltonian is a real
symmetric matrix conjugated by the phases `exp(-2πi G c / N)`. -/
theorem real_symm_of_inversion_centre (t V : ZMod N → ℝ) (c : ZMod N)
    (h : ∀ x, V (c + x) = V (c - x)) :
    ∃ A : Matrix (ZMod N) (ZMod N) ℝ, A.IsSymm ∧
      hamiltonian t V = shift c * A.map Complex.ofRealHom * (shift c)ᴴ := by
  -- move the inversion centre to the origin
  obtain ⟨A, hA, hW⟩ := (hamiltonian_real_symm_iff t (fun x => V (x + c))).2 (fun x => by

    rw [neg_add_eq_sub, add_comm x c, h x])
  refine ⟨A, hA, ?_⟩
  rw [← hW, ← hamiltonian_translate]
  simp

end

end PlaneWaveInversion
```

```lean
#print axioms PlaneWaveInversion.hamiltonian_real_symm_iff
#print axioms PlaneWaveInversion.real_eigenbasis_iff
#print axioms PlaneWaveInversion.charpoly_translate
#print axioms PlaneWaveInversion.real_symm_of_inversion_centre
```

```
'PlaneWaveInversion.hamiltonian_real_symm_iff' depends on axioms: [propext, Classical.choice, Quot.sound]
'PlaneWaveInversion.real_eigenbasis_iff' depends on axioms: [propext, Classical.choice, Quot.sound]
'PlaneWaveInversion.charpoly_translate' depends on axioms: [propext, Classical.choice, Quot.sound]
'PlaneWaveInversion.real_symm_of_inversion_centre' depends on axioms: [propext, Classical.choice, Quot.sound]
```
